# In a space group, all but finitely many points of a segment have exactly the site symmetry common to its end points

Let $G$ be a group of Seitz operators on $\mathbb R^n$ whose pure translations are exactly those by $\mathbb Z^n$ and whose point group is finite. On the segment joining any two points $x$ and $y$, all but finitely many points are left fixed by exactly those operators of $G$ that fix both $x$ and $y$.

The physical question is how the symmetry of the surroundings changes along a straight path through a crystal. Two points belong to the same Wyckoff position when their site-symmetry groups are conjugate in $G$, so all the non-exceptional points of a segment lie in one Wyckoff position. For a probe moved along a segment in a rigid, perfectly periodic host, the site-symmetry group itself is the same at all but finitely many places, and so are the crystal-field terms that it allows.

## Operators, lattice and site symmetry

```lean
import Mathlib

open Set

namespace WyckoffSegment

noncomputable section

variable {n : ℕ}
```

A Seitz operator is an invertible affine map of $\mathbb R^n$. Coordinates are fractional and refer to a primitive cell, so the lattice is $\mathbb Z^n$; a centred cell must first be converted. No metric is fixed.

```lean
/-- A real Seitz operator: an invertible affine map of `R^n`. -/
abbrev Seitz (n : ℕ) := (Fin n → ℝ) ≃ᵃ[ℝ] (Fin n → ℝ)
```

The translation by a vector $t$ is written $\tau_t$ below and `transl t` in Lean.

```lean
/-- The pure translation by `t`. -/
abbrev transl (t : Fin n → ℝ) : Seitz n := AffineEquiv.constVAdd ℝ (Fin n → ℝ) t
```

An integer vector $m$ becomes a real one through `latVec m`; the prose writes $m$ for both.

```lean
/-- The lattice vector with integer coordinates `m`. -/
def latVec (m : Fin n → ℤ) : Fin n → ℝ := fun i => (m i : ℝ)
```

`IsSpaceGroup` holds the two hypotheses on $G$. The finite point group stands for the fact that the rotation parts of a crystal's symmetries preserve both its lattice and lengths, which leaves only finitely many of them. Here this is assumed. That $G$ is the symmetry group of a given material is a separate, empirical step.

```lean
/-- A group of Seitz operators whose pure translations are exactly those by `Z^n`, and whose
point group (the set of linear parts) is finite. -/
structure IsSpaceGroup (G : Subgroup (Seitz n)) : Prop where
  lattice : ∀ t, transl t ∈ G ↔ ∃ m, latVec m = t
  finite_point : {L | ∃ g ∈ G, g.linear = L}.Finite
```

The site-symmetry group, or stabiliser, of $x$ is $G_x=\{g\in G: g(x)=x\}$, in Lean `siteGroup G x`. It is a subgroup of $G$ and keeps the translation parts of its operators.

```lean
/-- The site-symmetry group of `x`: the operators of `G` that leave `x` fixed. -/
def siteGroup (G : Subgroup (Seitz n)) (x : Fin n → ℝ) : Subgroup (Seitz n) where
  carrier := {g | g ∈ G ∧ g x = x}
  mul_mem' := by
    rintro a b ⟨ha, hx⟩ ⟨hb, hy⟩
    exact ⟨G.mul_mem ha hb, by change a (b x) = x; rw [hy, hx]⟩
  one_mem' := ⟨G.one_mem, rfl⟩
  inv_mem' := by
    rintro a ⟨ha, hx⟩
    exact ⟨G.inv_mem ha, a.injective ((a.apply_symm_apply x).trans hx.symm)⟩
```

The line through $x$ and $y$ has the points $z_s=(1-s)x+sy$ with $s$ real; the segment is the part with $0\le s\le 1$.

```lean
/-- The point with parameter `s` on the line through `x` (at `s = 0`) and `y` (at `s = 1`). -/
def linePoint (x y : Fin n → ℝ) (s : ℝ) : Fin n → ℝ := (1 - s) • x + s • y
```

## (a) Linear part and translation part

**Task.** Let $R$ be the linear part of $g$. Show that
$$g(x)=Rx+g(0).$$

**Solution.** An affine map satisfies $g(p+v)=g(p)+Rv$. Take $p=0$ and $v=x$. In the textbook symbol $\{R\,|\,t\}$ the translation $t$ is thus $g(0)$. Lean's `map_vadd` is the affine rule used here.

```lean
/-- Every Seitz operator acts as `x ↦ R x + t`, with `R` its linear part and `t` the image of
the origin. -/
theorem seitz_form (g : Seitz n) (x : Fin n → ℝ) : g x = g.linear x + g 0 := by
  have h := g.map_vadd 0 x
  simp only [vadd_eq_add, add_zero] at h
  exact h
```

## (b) Division of a line is preserved

**Task.** Show that
$$g\big((1-s)x+sy\big)=(1-s)\,g(x)+s\,g(y).$$

**Solution.** By (a) and linearity, the left side is $(1-s)Rx+sRy+g(0)$. Since $(1-s)+s=1$, we may split $g(0)$ in the same proportion, which gives $(1-s)(Rx+g(0))+s(Ry+g(0))$. The tactic `module` does this regrouping.

```lean
/-- A Seitz operator carries the point with parameter `s` on the line through `x` and `y` to the
point with the same parameter on the line through the images. -/
theorem map_linePoint (g : Seitz n) (x y : Fin n → ℝ) (s : ℝ) :
    g (linePoint x y s) = linePoint (g x) (g y) s := by
  rw [seitz_form g (linePoint x y s), seitz_form g x, seitz_form g y]
  unfold linePoint
  rw [map_add, map_smul, map_smul]
  module
```

## (c) Two fixed points on a line

**Task.** Let $s\neq t$ be two real parameters. Show that
$$g(z_s)=z_s,\quad g(z_t)=z_t\quad\Longrightarrow\quad g(x)=x,\quad g(y)=y.$$

**Solution.** Put $a=g(x)-x$ and $b=g(y)-y$. By (b) the two conditions read
$$(1-s)a+sb=0,\qquad (1-t)a+tb=0.$$
Taking $s$ times the second minus $t$ times the first gives $(s-t)a=0$. Taking $(1-t)$ times the first minus $(1-s)$ times the second gives $(s-t)b=0$. Hence $a=b=0$. The two `linear_combination` lines use these same multipliers, component by component.

```lean
/-- An operator that fixes the points with two different parameters on the line through `x` and
`y` fixes both `x` and `y`. -/
theorem fixes_line (g : Seitz n) (x y : Fin n → ℝ) {s t : ℝ} (hst : s ≠ t)
    (hs : g (linePoint x y s) = linePoint x y s)
    (ht : g (linePoint x y t) = linePoint x y t) : g x = x ∧ g y = y := by
  rw [map_linePoint] at hs ht
  have hne : s - t ≠ 0 := sub_ne_zero.2 hst
  -- two linear equations for the displacements of `x` and `y`, with determinant `t - s`
  constructor <;> funext i <;> have h1 := congrFun hs i <;> have h2 := congrFun ht i <;>
    simp only [linePoint, Pi.add_apply, Pi.smul_apply, smul_eq_mul] at h1 h2 <;>
    apply mul_left_cancel₀ hne
  · linear_combination s * h2 - t * h1
  · linear_combination (1 - t) * h1 - (1 - s) * h2
```

## (d) Operators with equal linear part

**Task.** Let $g$ and $h$ have the same linear part $R$. Show that
$$g=\tau_{g(0)-h(0)}\,h.$$

**Solution.** By (a), $g(x)=Rx+g(0)=h(x)+\big(g(0)-h(0)\big)$ for every $x$. The product is composition, with the right factor acting first.

```lean
/-- Two Seitz operators with the same linear part differ by a pure translation. -/
theorem eq_transl_mul (g h : Seitz n) (hl : g.linear = h.linear) :
    g = transl (g 0 - h 0) * h := by
  apply AffineEquiv.ext
  intro x
  change g x = (g 0 - h 0) + h x
  rw [seitz_form g x, seitz_form h x, hl]
  abel
```

## (e) Operators with a fixed point in a bounded region

**Task.** Let $K\subset\mathbb R^n$ be compact. Show that
$$\#\{g\in G:\ g(z)=z\ \text{for some}\ z\in K\}<\infty.$$

**Solution.** There are finitely many linear parts, so treat one of them, $R$, and choose some $h\in G$ that has it. Let $g\in G$ have the same linear part and fix $z\in K$.

By (d), $\tau_{g(0)-h(0)}=gh^{-1}$ lies in $G$, so $g(0)-h(0)=m$ with $m\in\mathbb Z^n$. From $z=Rz+g(0)$ we get $g(0)=z-Rz$. This expression is continuous in $z$, so on $K$ its norm is at most some $C$. With the maximum norm, which Lean uses on $\mathbb R^n$,
$$|m_i|\le\|g(0)\|+\|h(0)\|\le C+\|h(0)\|\le N$$
for some integer $N$. Only finitely many integer vectors lie in this box, and each determines $g=\tau_m h$.

In Lean, `biUnion` collects the finitely many linear parts, and `Set.finite_Icc` counts the box.

```lean
/-- In a space group only finitely many operators fix some point of a given compact region. -/
theorem finite_fixing {G : Subgroup (Seitz n)} (hG : IsSpaceGroup G)
    {K : Set (Fin n → ℝ)} (hK : IsCompact K) :
    {g : Seitz n | g ∈ G ∧ ∃ z ∈ K, g z = z}.Finite := by
  -- sort the operators by their linear part
  refine (hG.finite_point.biUnion
    (t := fun L => {g : Seitz n | (g ∈ G ∧ ∃ z ∈ K, g z = z) ∧ g.linear = L}) ?_).subset ?_
  · rintro L ⟨h, hh, rfl⟩
    have hc : Continuous (fun z => z - h.linear z) :=
      continuous_id.sub h.linear.toLinearMap.continuous_of_finiteDimensional
    obtain ⟨C, hC⟩ := hK.exists_bound_of_continuousOn hc.continuousOn
    obtain ⟨N, hN⟩ : ∃ N : ℤ, C + ‖h 0‖ ≤ N := ⟨_, Int.le_ceil _⟩
    refine ((Set.finite_Icc (fun _ : Fin n => -N) (fun _ => N)).image
      (fun m => transl (latVec m) * h)).subset ?_
    rintro g ⟨⟨hg, z, hz, hgz⟩, hl⟩
    have e := eq_transl_mul g h hl
    have hT : transl (g 0 - h 0) ∈ G := by
      have h1 : transl (g 0 - h 0) = g * h⁻¹ := eq_mul_inv_of_mul_eq e.symm
      rw [h1]
      exact G.mul_mem hg (G.inv_mem hh)
    obtain ⟨m, hm⟩ := (hG.lattice _).1 hT
    -- the fixed point bounds the translation part
    have h1 : g 0 = z - h.linear z := by
      have h2 := seitz_form g z
      rw [hgz, hl] at h2
      rw [eq_sub_iff_add_eq, add_comm]
      exact h2.symm
    have hb : ‖latVec m‖ ≤ C + ‖h 0‖ := by
      rw [hm]
      refine (norm_sub_le _ _).trans ?_
      rw [h1]
      exact add_le_add (hC z hz) le_rfl
    have hi : ∀ i, |(m i : ℝ)| ≤ N := fun i =>
      ((norm_le_pi_norm (latVec m) i).trans hb).trans hN
    refine ⟨m, ⟨fun i => ?_, fun i => ?_⟩, ?_⟩
    · change -N ≤ m i
      exact_mod_cast (abs_le.1 (hi i)).1
    · change m i ≤ N
      exact_mod_cast (abs_le.1 (hi i)).2
    · change transl (latVec m) * h = g
      rw [hm]
      exact e.symm
  · intro g hg
    exact Set.mem_iUnion₂.2 ⟨g.linear, ⟨g, hg.1, rfl⟩, hg, rfl⟩
```

## (f) Exceptional points of the segment

**Task.** Write $[x,y]$ for the segment. Show that
$$\#\{z\in[x,y]:\ G_z\neq G_x\cap G_y\}<\infty.$$

**Solution.** By (b), an operator that fixes $x$ and $y$ fixes every point of the segment, so $G_x\cap G_y\subseteq G_z$. At an exceptional $z$ there is therefore some $g\in G_z$ that does not fix both end points. By (c), such a $g$ fixes at most one point of the segment. The segment is compact, so by (e) only finitely many such $g$ occur, and they account for all exceptional points.

The theorem allows $x=y$. Lean writes the intersection as `⊓`; the two bullets of its proof are the "at most one point" step and the search for $g$.

```lean
/-- In a space group, all but finitely many points of the segment joining `x` and `y` have as
site-symmetry group exactly the intersection of those of `x` and `y`. -/
theorem finite_exceptional {G : Subgroup (Seitz n)} (hG : IsSpaceGroup G) (x y : Fin n → ℝ) :
    {z | z ∈ segment ℝ x y ∧ siteGroup G z ≠ siteGroup G x ⊓ siteGroup G y}.Finite := by
  have hseg : segment ℝ x y = linePoint x y '' Icc (0 : ℝ) 1 := segment_eq_image ℝ x y
  have hK : IsCompact (segment ℝ x y) := by
    rw [hseg]
    refine isCompact_Icc.image ?_
    change Continuous fun s : ℝ => (1 - s) • x + s • y
    fun_prop
  refine ((finite_fixing hG hK).biUnion (t := fun g =>
    {z | z ∈ segment ℝ x y ∧ g z = z ∧ ¬(g x = x ∧ g y = y)}) ?_).subset ?_
  · -- an operator outside the common stabiliser fixes at most one point
    intro g _
    apply Set.Subsingleton.finite
    rintro z ⟨hz, h1, h2⟩ w ⟨hw, h3, _⟩
    rw [hseg] at hz hw
    obtain ⟨s, -, rfl⟩ := hz
    obtain ⟨t, -, rfl⟩ := hw
    by_contra hne
    exact h2 (fixes_line g x y (fun e => hne (by rw [e])) h1 h3)
  · -- an exceptional point is fixed by such an operator
    rintro z ⟨hz, hne⟩
    by_contra hno
    refine hne (le_antisymm (fun g hg => ?_) (fun g hg => ?_))
    · by_contra hg'
      exact hno (Set.mem_iUnion₂.2 ⟨g, ⟨hg.1, z, hz, hg.2⟩, hz, hg.2,
        fun h => hg' (Subgroup.mem_inf.2 ⟨⟨hg.1, h.1⟩, ⟨hg.1, h.2⟩⟩)⟩)
    · obtain ⟨⟨hg1, hx⟩, ⟨_, hy⟩⟩ := Subgroup.mem_inf.1 hg
      rw [hseg] at hz
      obtain ⟨s, -, rfl⟩ := hz
      exact ⟨hg1, by rw [map_linePoint, hx, hy]⟩
```

## (g) Points with exactly the common symmetry

**Task.** Let $x\neq y$. Show that
$$\#\{z\in[x,y]:\ G_z=G_x\cap G_y\}=\infty.$$

**Solution.** The map $s\mapsto x+s(y-x)$ is injective, so the segment has infinitely many points. By (f), only finitely many of them are exceptional.

```lean
/-- In a space group, the segment joining two distinct points contains infinitely many points
whose site-symmetry group is the intersection of those of the end points. -/
theorem infinite_generic {G : Subgroup (Seitz n)} (hG : IsSpaceGroup G) {x y : Fin n → ℝ}
    (hxy : x ≠ y) :
    {z | z ∈ segment ℝ x y ∧ siteGroup G z = siteGroup G x ⊓ siteGroup G y}.Infinite := by
  intro hfin
  have hinf : (segment ℝ x y).Infinite := by
    rw [segment_eq_image']
    refine (Set.Icc_infinite one_pos).image (fun s _ t _ h => ?_)
    exact smul_left_injective ℝ (sub_ne_zero.2 hxy.symm) (add_left_cancel h)
  refine hinf ((hfin.union (finite_exceptional hG x y)).subset fun z hz => ?_)
  by_cases h : siteGroup G z = siteGroup G x ⊓ siteGroup G y
  · exact Or.inl ⟨hz, h⟩
  · exact Or.inr ⟨hz, h⟩
```

## (h) The inversion group as an example

**Task.** Let $G$ consist of the maps $x\mapsto x+m$ and $x\mapsto -x+m$ with $m\in\mathbb Z^n$ (for $n=3$, the space group $P\bar 1$). Show that it is a group and that
$$\tau_t\in G\iff t\in\mathbb Z^n,\qquad \{\text{linear parts}\}\subseteq\{1,-1\}.$$

**Solution.** Following $x\mapsto\pm x+k$ by $x\mapsto x+m$ gives $x\mapsto\pm x+(k+m)$; following it by $x\mapsto -x+m$ gives $x\mapsto\mp x+(m-k)$. The inverse of $x\mapsto x+m$ is $x\mapsto x-m$, and $x\mapsto -x+m$ is its own inverse.

```lean
/-- The inversion group in `n` dimensions: all maps `x ↦ x + m` and `x ↦ -x + m` with `m` a
lattice vector. -/
def inversionGroup (n : ℕ) : Subgroup (Seitz n) where
  carrier := {g | ∃ m, (∀ x, g x = x + latVec m) ∨ (∀ x, g x = -x + latVec m)}
  mul_mem' := by
    rintro a b ⟨m, ha | ha⟩ ⟨k, hb | hb⟩
    · refine ⟨k + m, Or.inl fun x => ?_⟩
      change a (b x) = _
      rw [hb, ha]
      funext i
      simp only [latVec, Pi.add_apply, Int.cast_add]
      ring
    · refine ⟨k + m, Or.inr fun x => ?_⟩
      change a (b x) = _
      rw [hb, ha]
      funext i
      simp only [latVec, Pi.add_apply, Pi.neg_apply, Int.cast_add]
      ring
    · refine ⟨m - k, Or.inr fun x => ?_⟩
      change a (b x) = _
      rw [hb, ha]
      funext i
      simp only [latVec, Pi.add_apply, Pi.neg_apply, Pi.sub_apply, Int.cast_sub]
      ring
    · refine ⟨m - k, Or.inl fun x => ?_⟩
      change a (b x) = _
      rw [hb, ha]
      funext i
      simp only [latVec, Pi.add_apply, Pi.neg_apply, Pi.sub_apply, Int.cast_sub]
      ring
  one_mem' := ⟨0, Or.inl fun x => by change x = _; funext i; simp [latVec]⟩
  inv_mem' := by
    rintro a ⟨m, ha | ha⟩
    · refine ⟨-m, Or.inl fun x => a.injective ((a.apply_symm_apply x).trans ?_)⟩
      rw [ha]
      funext i
      simp [latVec]
    · refine ⟨m, Or.inr fun x => a.injective ((a.apply_symm_apply x).trans ?_)⟩
      rw [ha]
      funext i
      simp [latVec]
```

If $\tau_t\in G$, evaluating at the origin gives $t=m$ for some integer vector $m$; the converse is immediate. Subtracting $g(0)=m$ from $g(x)$ leaves $x$ or $-x$, which by (a) is the linear part.

```lean
/-- The inversion group has translation lattice `Z^n` and a finite point group. -/
theorem inversionGroup_witness (n : ℕ) : IsSpaceGroup (inversionGroup n) where
  lattice t := by
    constructor
    · rintro ⟨m, h | h⟩
      · have h0 : t + 0 = 0 + latVec m := h 0
        exact ⟨m, by simpa using h0.symm⟩
      · have h0 : t + 0 = -0 + latVec m := h 0
        exact ⟨m, by simpa using h0.symm⟩
    · rintro ⟨m, rfl⟩
      exact ⟨m, Or.inl fun x => add_comm (latVec m) x⟩
  finite_point := by
    refine ((Set.finite_singleton
      (LinearEquiv.neg ℝ : (Fin n → ℝ) ≃ₗ[ℝ] (Fin n → ℝ))).insert
      (LinearEquiv.refl ℝ (Fin n → ℝ))).subset ?_
    rintro L ⟨g, ⟨m, h | h⟩, rfl⟩
    · refine Or.inl (LinearEquiv.ext fun v => ?_)
      have e := seitz_form g v
      rw [h v, h 0, zero_add] at e
      exact (add_right_cancel e).symm
    · refine Or.inr (LinearEquiv.ext fun v => ?_)
      have e := seitz_form g v
      rw [h v, h 0, neg_zero, zero_add] at e
      exact (add_right_cancel e).symm
```

**A numerical instance.** Take $n=1$, $x=\tfrac14$ and $y=\tfrac74$. The map $u\mapsto -u+m$ fixes only $u=m/2$, and a nonzero translation fixes nothing. Both end points thus have trivial site symmetry. The exceptional points are $\tfrac12,\,1,\,\tfrac32$, at $s=\tfrac16,\tfrac12,\tfrac56$, fixed by the inversions with $m=1,2,3$.

## (i) The full line can have infinitely many exceptions

**Task.** For the group of (h) and a nonzero $m\in\mathbb Z^n$, show that
$$\#\{z=sm,\ s\in\mathbb R:\ G_z\neq G_0\cap G_m\}=\infty.$$

**Solution.** The points $km$ with $k\in\mathbb Z$ are distinct, and $g(x)=-x+2km$ fixes $km$. If $G_{km}$ were $G_0\cap G_m$, then $g$ would fix $0$ and $m$. The first gives $2km=0$; the second then gives $-m=m$, so $m=0$, a contradiction. Hence every $km$ is exceptional, and the segment in (f) can't be replaced by the whole line.

```lean
/-- For the inversion group, the full line through the origin and a nonzero lattice vector has
infinitely many points whose site-symmetry group is not the intersection of the site-symmetry groups
of these two points. -/
theorem line_exceptional_infinite (m : Fin n → ℤ) (hm : m ≠ 0) :
    {z | (∃ s : ℝ, z = linePoint 0 (latVec m) s) ∧ siteGroup (inversionGroup n) z ≠
      siteGroup (inversionGroup n) 0 ⊓ siteGroup (inversionGroup n) (latVec m)}.Infinite := by
  refine Set.infinite_of_injective_forall_mem
    (f := fun k : ℤ => latVec (fun i => k * m i)) ?_ ?_
  · intro k l h
    obtain ⟨i, hi⟩ := Function.ne_iff.1 hm
    have h1 : ((k * m i : ℤ) : ℝ) = ((l * m i : ℤ) : ℝ) := congrFun h i
    exact mul_right_cancel₀ hi (Int.cast_injective h1)
  · intro k
    refine ⟨⟨k, by funext i; simp [linePoint, latVec]⟩, fun h => ?_⟩
    -- the inversion centred at the `k`-th multiple of the lattice vector
    obtain ⟨g, hg⟩ : ∃ g : Seitz n, ∀ x, g x = -x + latVec (fun i => 2 * (k * m i)) :=
      ⟨transl (latVec (fun i => 2 * (k * m i))) *
        (LinearEquiv.neg ℝ : (Fin n → ℝ) ≃ₗ[ℝ] (Fin n → ℝ)).toAffineEquiv,
        fun x => add_comm (latVec (fun i => 2 * (k * m i))) (-x)⟩
    have hz : g ∈ siteGroup (inversionGroup n) (latVec (fun i => k * m i)) := by
      refine ⟨⟨_, Or.inr hg⟩, ?_⟩
      rw [hg]
      funext i
      simp only [latVec, Pi.add_apply, Pi.neg_apply]
      push_cast
      ring
    obtain ⟨h0, h1⟩ := Subgroup.mem_inf.1 (h.le hz)
    have e0 : g 0 = 0 := h0.2
    have e1 : g (latVec m) = latVec m := h1.2
    rw [hg] at e0 e1
    apply hm
    funext i
    have a := congrFun e0 i
    have b := congrFun e1 i
    simp only [latVec, Pi.add_apply, Pi.neg_apply, Pi.zero_apply] at a b
    have c : (m i : ℝ) = 0 := by linarith
    exact_mod_cast c

end

end WyckoffSegment
```

```lean
#print axioms WyckoffSegment.finite_exceptional
-- 'WyckoffSegment.finite_exceptional' depends on axioms: [propext, Classical.choice, Quot.sound]
#print axioms WyckoffSegment.infinite_generic
-- 'WyckoffSegment.infinite_generic' depends on axioms: [propext, Classical.choice, Quot.sound]
#print axioms WyckoffSegment.line_exceptional_infinite
-- 'WyckoffSegment.line_exceptional_infinite' depends on axioms: [propext, Classical.choice, Quot.sound]
```
